# The monomial-to-Hermite map for a Gaussian exp(−a|x|²) commutes with partial derivatives up to a factor 2a

When derivatives act on a Gaussian exp(−a|x|²), they bring down polynomgial factors: with h₀ = 1 and hₙ₊₁ = 2a x hₙ − hₙ′, the function hₙ(x) exp(−ax²) is (−d/dx)ⁿ exp(−ax²). The linear map `hermiteMap a` replaces each monomial ∏ xᵢ^(mᵢ) by the product ∏ h_(mᵢ)(xᵢ), with no normalisation. `pderiv_hermiteMap` states that differentiating the image of a polynomial p along xᵢ gives 2a times the image of ∂p/∂xᵢ. It holds for every real a and every real polynomial in finitely many variables, and concerns the polynomials alone, without the Gaussian factor. The attempt is by induction on p, through constants, sums and multiplication by a variable.

This version doesn't compile in Lean 4 with Mathlib:

```lean
import Mathlib

open MvPolynomial

namespace SolidHarmonicGaussian

noncomputable section

variable {d : ℕ}

/-- The polynomials `h₀ = 1`, `hₙ₊₁ = 2a x hₙ - hₙ'` attached to a Gaussian of exponent `a`. -/
def hermiteGauss (a : ℝ) : ℕ → Polynomial ℝ
  | 0 => 1
  | n + 1 => Polynomial.C (2 * a) * Polynomial.X * hermiteGauss a n
      - Polynomial.derivative (hermiteGauss a n)

/-- The product of the one-dimensional polynomials `h_(m i)(x_i)` over all coordinates. -/
def hermiteProd (a : ℝ) (m : Fin d →₀ ℕ) : MvPolynomial (Fin d) ℝ :=
  ∏ i, Polynomial.aeval (X i : MvPolynomial (Fin d) ℝ) (hermiteGauss a (m i))

/-- The linear map that replaces each monomial `∏ x_i ^ (m i)` by `∏ h_(m i)(x_i)`. -/
def hermiteMap (a : ℝ) : MvPolynomial (Fin d) ℝ →ₗ[ℝ] MvPolynomial (Fin d) ℝ :=
  (basisMonomials (Fin d) ℝ).constr ℝ (hermiteProd a)

/-- The derivative of one coordinate along another is one or zero. -/
theorem pderiv_coord (i j : Fin d) :
    pderiv i (X j : MvPolynomial (Fin d) ℝ) = C (if i = j then 1 else 0) := by
  by_cases h : i = j
  · subst h
    simp
  · simp [pderiv_X_of_ne (Ne.symm h), h]

/-- Partial derivatives of polynomials commute. -/
theorem pderiv_swap (i j : Fin d) (p : MvPolynomial (Fin d) ℝ) :
    pderiv i (pderiv j p) = pderiv j (pderiv i p) := by
  induction p using MvPolynomial.induction_on
  next c =>
    simp only [pderiv_C, map_zero]
  next p q hp hq =>
    simp only [map_add, hp, hq]
  next p k hp =>
    simp only [Derivation.leibniz, map_add, smul_eq_mul, pderiv_coord, pderiv_C, hp]
    ring

/-- The map on a single monomial with a coefficient. -/
theorem hermiteMap_monomial (a : ℝ) (m : Fin d →₀ ℕ) (c : ℝ) :
    hermiteMap a (monomial m c) = C c * hermiteProd a m := by
  have h := (basisMonomials (Fin d) ℝ).constr_basis ℝ (hermiteProd a) m
  rw [coe_basisMonomials] at h
  have h' : hermiteMap a (monomial m (1 : ℝ)) = hermiteProd a m := h
  have e : monomial m c = c • monomial m (1 : ℝ) := by
    rw [smul_monomial, smul_eq_mul, mul_one]
  rw [e, map_smul, h', smul_eq_C_mul]

/-- An extra factor `x_i` before the map becomes the operator `2a x_i - ∂_i` after it. -/
theorem hermiteMap_mul_X (a : ℝ) (i : Fin d) (p : MvPolynomial (Fin d) ℝ) :
    hermiteMap a (p * X i) = C (2 * a) * X i * hermiteMap a p - pderiv i (hermiteMap a p) := by
  refine MvPolynomial.induction_on' p ?_ ?_
  · intro m c
    -- factors in the other coordinates do not depend on `x_i`
    have hz : ∀ s : Finset (Fin d), i ∉ s → pderiv i (∏ j ∈ s,
        Polynomial.aeval (X j : MvPolynomial (Fin d) ℝ) (hermiteGauss a (m j))) = 0 := by
      intro s
      induction s using Finset.induction_on with
      | empty => intro _; simp
      | insert b s hb ih =>
        intro hi
        rw [Finset.mem_insert, not_or] at hi
        rw [Finset.prod_insert hb, Derivation.leibniz, ih hi.2, Derivation.map_aeval,
          pderiv_X_of_ne (Ne.symm hi.1)]
        simp
    have hrest := hz (Finset.univ.erase i) (by simp)
    have h1 : hermiteProd a m = Polynomial.aeval (X i) (hermiteGauss a (m i)) *
        ∏ j ∈ Finset.univ.erase i, Polynomial.aeval (X j) (hermiteGauss a (m j)) :=
      (Finset.mul_prod_erase _ _ (Finset.mem_univ i)).symm
    have h2 : hermiteProd a (m + Finsupp.single i 1) =
        Polynomial.aeval (X i) (hermiteGauss a (m i + 1)) *
        ∏ j ∈ Finset.univ.erase i, Polynomial.aeval (X j) (hermiteGauss a (m j)) := by
      rw [hermiteProd, ← Finset.mul_prod_erase _ _ (Finset.mem_univ i)]
      congr 1
      · simp
      · refine Finset.prod_congr rfl fun j hj => ?_
        have hji : j ≠ i := Finset.ne_of_mem_erase hj
        simp [hji]
    have hs : hermiteGauss a (m i + 1) = Polynomial.C (2 * a) * Polynomial.X *
        hermiteGauss a (m i) - Polynomial.derivative (hermiteGauss a (m i)) := rfl
    have e : monomial m c * X i = monomial (m + Finsupp.single i 1) c := by
      rw [X, monomial_mul, mul_one]
    rw [e, hermiteMap_monomial, hermiteMap_monomial, pderiv_C_mul, h2, h1, hs,
      Derivation.leibniz, hrest, Derivation.map_aeval, pderiv_X_self]
    simp only [map_sub, map_mul, Polynomial.aeval_C, Polynomial.aeval_X, algebraMap_eq,
      smul_eq_mul]
    ring
  · intro p q hp hq
    simp only [add_mul, map_add, hp, hq]
    ring

/-- Differentiating after the map is `2a` times differentiating before it. -/
theorem pderiv_hermiteMap (a : ℝ) (i : Fin d) (p : MvPolynomial (Fin d) ℝ) :
    pderiv i (hermiteMap a p) = C (2 * a) * hermiteMap a (pderiv i p) := by
  refine MvPolynomial.induction_on p ?_ ?_ ?_
  · intro c
    have hc : hermiteMap a (C c : MvPolynomial (Fin d) ℝ) = C c :=
      (hermiteMap_monomial a 0 c).trans (by simp [hermiteProd, hermiteGauss])
    rw [hc, pderiv_C, map_zero, mul_zero]
  · intro p q hp hq
    simp only [map_add, hp, hq, mul_add]
  · intro p j hp
    have e : pderiv i (p * X j) = (if i = j then (1 : ℝ) else 0) • p + pderiv i p * X j := by
      rw [Derivation.leibniz, pderiv_coord, smul_eq_mul, smul_eq_mul, smul_eq_C_mul]
      ring
    rw [e, map_add, map_smul, hermiteMap_mul_X, hermiteMap_mul_X, map_sub,
      pderiv_swap i j, hp, smul_eq_C_mul]
    simp only [Derivation.leibniz, pderiv_C, pderiv_coord, smul_eq_mul, hp]
    ring

end

end SolidHarmonicGaussian
```

The error:

```
Main.lean:101:2: error: Type mismatch
  induction_on p ?m.36 ?m.37 ?m.38
has type
  ?m.35 p
but is expected to have type
  (pderiv i) ((hermiteMap a) p) = C (2 * a) * (hermiteMap a) ((pderiv i) p)
```

The mended proof, as a diff:

```diff
@@ -99,12 +99,12 @@
 theorem pderiv_hermiteMap (a : ℝ) (i : Fin d) (p : MvPolynomial (Fin d) ℝ) :
     pderiv i (hermiteMap a p) = C (2 * a) * hermiteMap a (pderiv i p) := by
-  refine MvPolynomial.induction_on p ?_ ?_ ?_
-  · intro c
+  induction p using MvPolynomial.induction_on
+  next c =>
     have hc : hermiteMap a (C c : MvPolynomial (Fin d) ℝ) = C c :=
       (hermiteMap_monomial a 0 c).trans (by simp [hermiteProd, hermiteGauss])
     rw [hc, pderiv_C, map_zero, mul_zero]
-  · intro p q hp hq
+  next p q hp hq =>
     simp only [map_add, hp, hq, mul_add]
-  · intro p j hp
+  next p j hp =>
     have e : pderiv i (p * X j) = (if i = j then (1 : ℝ) else 0) • p + pderiv i p * X j := by
       rw [Derivation.leibniz, pderiv_coord, smul_eq_mul, smul_eq_mul, smul_eq_C_mul]
```

Cause. The one error is at the `refine` line, before any case of the induction is reached. `MvPolynomial.induction_on` proves a property of polynomials, its motive, at `p`. Here the motive was left for Lean to infer, and it is still the unknown `?m.35` in the message. Lean had to match `?m.35 p` with the stated equation and did not, hence the type mismatch. The message does not say why this matching failed.

The repair uses the same induction principle through `induction p using MvPolynomial.induction_on`. This tactic builds the motive from the goal, by treating the equation as a property of `p`, so it need not be found by matching the term's type.

The tactic also introduces the variables and hypotheses of each case itself. The `intro` lines therefore go, and `next c =>`, `next p q hp hq =>` and `next p j hp =>` give those variables and hypotheses the names the proofs use. The proofs of the three cases are unchanged.
